# Elapsed time and the change of crystal momentum fix the semiclassical displacement in constant crossed fields

When a semiclassical code folds the crystal momentum back into the first Brillouin zone, the stored momentum alone no longer distinguishes a closed orbit from one that has crossed the zone. Both can return to the same stored momentum, but they drift at different velocities. If the second is read as closed, an excess velocity appears, and it can be mistaken for an effect of the band dispersion, of the Berry curvature or of the integrator. In a known magnetic field, the excess follows from the elapsed time and the total change of crystal momentum.

## Displacement, closed orbits and open orbits

An electron moves in a plane with a uniform magnetic field normal to it and a uniform electric field within it. Let \(r(t)\) be its position, \(k(t)\) its crystal momentum, followed continuously without folding, and

\[
J=\begin{pmatrix}0&1\\-1&0\end{pmatrix},\qquad J(x,y)=(y,-x).
\]

The semiclassical force law is

\[
k'=-F-B\,J r' .
\]

For an electron of charge \(-e\), \(F=eE/\hbar\) and \(B=eB_z/\hbar\), where \(E\) is the electric field and \(B_z\) the magnetic field. The letter \(F\) therefore doesn't denote the force: the electric force divided by \(\hbar\) is \(-F\).

For \(B\neq0\), any time \(T\) and any vector \(G\),

\[
k(T)=k(0)+G\quad\Longleftrightarrow\quad r(T)-r(0)=\frac{J(TF+G)}{B}.
\]

For \(T>0\), the average velocity is \(JF/B+JG/(TB)\). A closed orbit has \(G=0\), so it drifts perpendicular to \(F\) with magnitude \(\|F\|/|B|\). This is the magnitude of the average velocity, not the path length divided by the time. With \(F=0\), an electron on a closed orbit may move all the time and still have zero average velocity.

**A numerical instance.** In consistent units take \(B=2\), \(F=(4,0)\), \(T=3\) and the reciprocal lattice vector \(G=(6,0)\). Then \(TF+G=(18,0)\), \(J(18,0)=(0,-18)\), and the displacement is \((0,-9)\). The average velocity is \((0,-3)\). Its part \(JF/B=(0,-2)\) is the drift of a closed orbit, with speed \(4/2=2\). The remaining \((0,-1)\) is \(JG/(TB)\), the part that is misread when folding hides \(G\). Here \(G\) is parallel to \(F\), as a nonzero reciprocal lattice vector has to be when \(F\neq0\): the periodic band energy returns to its initial value, so the electric field does no net work and the displacement is perpendicular to \(F\).

## Zone folding and the residual of an integrator

A code for semiclassical magnetotransport can use the identity to separate closed-orbit drift from the contribution of open orbits, for one electron without collisions in uniform static fields. The unfolded \(k\), or a running count of the reciprocal lattice vectors removed by folding, gives \(G\) directly. If only the folded \(k\) is kept, \(G\) can still be inferred from the displacement, as \(G=-TF-BJ(r(T)-r(0))\).

At step \(n\), with time \(t_n\), the code can also monitor

\[
R_n=k_n+t_nF+BJr_n-k_0-BJr_0 ,
\]

which vanishes for an exact solution. A jump of \(R_n\) by a reciprocal lattice vector signals an uncounted fold. In a code that first solves the coupled equations for explicit formulas for \(r'\) and \(k'\), a drifting \(R_n\) can also reveal that the two formulas are inconsistent.

A small residual has a limited meaning. It tests the force law, not the band velocity: a wrong dispersion or Berry curvature leaves it at zero if the force law is still obeyed. Nor does it measure the error caused by a finite time step. The conserved combination is linear, so a standard Runge–Kutta method that advances \(r\) and \(k\) with the same weights preserves it up to rounding at any step size.

## From the force law to the drift

Two applications of \(J\) send \((x,y)\) to \((y,-x)\) and then to \((-x,-y)\), so \(J^2=-1\). Also \(\|J(x,y)\|^2=y^2+x^2\), and \(J(x,y)\cdot(x,y)=yx-xy=0\). Thus \(J\) preserves length and turns every vector into a perpendicular one.

Differentiate \(k+tF+BJr\) and insert the force law:

\[
k'+F+BJr'=(-F-BJr')+F+BJr'=0 .
\]

The combination is constant. With \(\Delta r=r(t)-r(0)\) and \(\Delta k=k(t)-k(0)\), this says

\[
\Delta k+tF+BJ\Delta r=0 .
\]

Apply \(J\) and use \(J^2=-1\):

\[
J(tF+\Delta k)-B\Delta r=0,\qquad \Delta r=\frac{J(tF+\Delta k)}{B}.
\]

If \(\Delta k=G\) at time \(T\), the stated displacement follows. Conversely, if the displacement is \(J(TF+G)/B\), comparison gives \(J(TF+\Delta k)=J(TF+G)\). A second application of \(J\) gives \(\Delta k=G\).

Division by \(T>0\) gives the average velocity

\[
\frac{r(T)-r(0)}{T}=\frac{JF}{B}+\frac{JG}{TB}.
\]

For \(G=0\), only \(JF/B\) remains. It is perpendicular to \(F\) and has norm \(\|F\|/|B|\), by the two properties of \(J\).

An orbit need not close for the same drift to appear at long times. If \(\|k(t)\|\le C\) for all \(t\ge0\), then \(\|\Delta k\|\le2C\), and for \(t>0\)

\[
\left\|\frac{\Delta r}{t}-\frac{JF}{B}\right\|=\frac{\|J\Delta k\|}{t|B|}\le\frac{2C}{t|B|}\longrightarrow0 .
\]

An explicit motion is available for a parabolic band with effective mass \(m\), in units with \(\hbar=1\), and constant Berry curvature \(\Omega\). Its velocity equation is \(r'=k/m-\Omega Jk'\). For a fixed vector \(A\) and angular frequency \(\omega\), set

\[
k=\frac mB JF+\cos(\omega t)A-\sin(\omega t)JA,
\]
\[
r=\frac tB JF+\frac1B\bigl(\cos(\omega t)JA+\sin(\omega t)A\bigr).
\]

Their derivatives are

\[
k'=-\omega\bigl(\sin(\omega t)A+\cos(\omega t)JA\bigr),
\]
\[
r'=\frac{JF}{B}+\frac{\omega}{B}\bigl(\cos(\omega t)A-\sin(\omega t)JA\bigr).
\]

Since \(BJr'=-F+\omega(\sin(\omega t)A+\cos(\omega t)JA)\), the force law holds. The right side of the velocity equation is

\[
\frac{JF}{B}+\left(\frac1m-\Omega\omega\right)\bigl(\cos(\omega t)A-\sin(\omega t)JA\bigr).
\]

It equals \(r'\) when \(\omega/B=1/m-\Omega\omega\), that is, when \(m\omega(1+B\Omega)=B\). The curvature changes the frequency and leaves the drift \(JF/B\) as it was. Advancing \(t\) by \(2\pi/\omega\) restores \(k\).

## The force law and its consequences in Lean

```lean
import Mathlib

open Filter Topology

namespace CrossedFieldDrift

noncomputable section

/-- The plane of positions and of crystal momenta, with its Euclidean norm. -/
abbrev Plane := EuclideanSpace ℝ (Fin 2)

/-- The quarter turn `J = [[0, 1], [-1, 0]]`, which sends `(x, y)` to `(y, -x)`. -/
def J : Plane →L[ℝ] Plane :=
  LinearMap.toContinuousLinearMap
    { toFun := fun v => !₂[v 1, -v 0]
      map_add' := by
        intro u v
        ext i
        fin_cases i <;> simp [add_comm]
      map_smul' := by
        intro c v
        ext i
        fin_cases i <;> simp }

/-- Position `r` and crystal momentum `k` are differentiable in time and obey the force law
`k' = -F - B J r'` with constant `F` and `B`. -/
structure CrossedFieldMotion (B : ℝ) (F : Plane) (r k : ℝ → Plane) : Prop where
  differentiable : Differentiable ℝ r
  force : ∀ t, HasDerivAt k (-F - B • J (deriv r t)) t

/-- The average velocity between times `0` and `T`, for `T ≠ 0`. -/
def averageVelocity (r : ℝ → Plane) (T : ℝ) : Plane := T⁻¹ • (r T - r 0)

/-- Two quarter turns reverse a vector. -/
theorem J_J (v : Plane) : J (J v) = -v := by
  ext i
  fin_cases i <;> simp [J]

/-- A quarter turn preserves length and gives a vector perpendicular to the original one. -/
theorem J_isometry_perp (v : Plane) : ‖J v‖ = ‖v‖ ∧ inner ℝ (J v) v = 0 := by
  constructor
  · simp [EuclideanSpace.norm_eq, J, Fin.sum_univ_two, add_comm]
  · rw [PiLp.inner_apply, Fin.sum_univ_two]
    simp [J]
    ring

variable {B : ℝ} {F : Plane} {r k : ℝ → Plane}

/-- The combination `k + t F + B J r` keeps its initial value throughout the motion. -/
theorem conserved (h : CrossedFieldMotion B F r k) (t : ℝ) :
    k t + t • F + B • J (r t) = k 0 + B • J (r 0) := by
  have hd : ∀ s, HasDerivAt (fun s => k s + s • F + B • J (r s)) 0 s := by
    intro s
    have hJ : HasDerivAt (fun s => J (r s)) (J (deriv r s)) s :=
      J.hasFDerivAt.comp_hasDerivAt s (h.differentiable s).hasDerivAt
    have hF : HasDerivAt (fun s : ℝ => s • F) ((1 : ℝ) • F) s :=
      (hasDerivAt_id' s).smul_const F
    have hB : HasDerivAt (fun s => B • J (r s)) (B • J (deriv r s)) s := hJ.const_smul B
    refine (((h.force s).fun_add hF).fun_add hB).congr_deriv ?_
    module
  -- a function with zero derivative is constant
  have hc := is_const_of_deriv_eq_zero (fun s => (hd s).differentiableAt)
    (fun s => (hd s).deriv) t 0
  simpa using hc

/-- For `B ≠ 0`, the displacement at any time is fixed by the elapsed time and the change
of crystal momentum. -/
theorem displacement (h : CrossedFieldMotion B F r k) (hB : B ≠ 0) (t : ℝ) :
    r t - r 0 = B⁻¹ • J (t • F + (k t - k 0)) := by
  have e : t • F + (k t - k 0) = -(B • J (r t - r 0)) := by
    rw [map_sub]
    linear_combination (norm := module) conserved h t
  rw [e, map_neg, map_smul, J_J, smul_neg B, neg_neg, smul_smul, inv_mul_cancel₀ hB, one_smul]

/-- For `B ≠ 0`, the crystal momentum changes by `G` in time `T` exactly when the position
changes by `J (T F + G) / B`. -/
theorem momentum_shift_iff_displacement (h : CrossedFieldMotion B F r k) (hB : B ≠ 0)
    (T : ℝ) (G : Plane) :
    k T = k 0 + G ↔ r T - r 0 = B⁻¹ • J (T • F + G) := by
  rw [displacement h hB T]
  constructor
  · intro hk
    rw [hk, add_sub_cancel_left]
  · intro hr
    -- both the factor 1 / B and the quarter turn can be undone
    have h1 : J (T • F + (k T - k 0)) = J (T • F + G) :=
      smul_right_injective Plane (inv_ne_zero hB) hr
    have h2 := congrArg J h1
    simp only [J_J] at h2
    linear_combination (norm := module) (-1 : ℝ) • h2

/-- For `B ≠ 0`, an orbit whose crystal momentum shifts by `G` in a time `T > 0` has average
velocity `J F / B + J G / (T B)`. -/
theorem open_orbit_drift (h : CrossedFieldMotion B F r k) (hB : B ≠ 0) {T : ℝ} (hT : 0 < T)
    {G : Plane} (hk : k T = k 0 + G) :
    averageVelocity r T = B⁻¹ • J F + T⁻¹ • B⁻¹ • J G := by
  rw [averageVelocity, (momentum_shift_iff_displacement h hB T G).1 hk, map_add, map_smul,
    smul_add, smul_add, smul_comm B⁻¹ T, inv_smul_smul₀ hT.ne']

/-- For `B ≠ 0`, an orbit that closes in crystal momentum after a time `T > 0` has average
velocity `J F / B`, which is perpendicular to `F` and has magnitude `‖F‖ / |B|`. -/
theorem closed_orbit_drift (h : CrossedFieldMotion B F r k) (hB : B ≠ 0) {T : ℝ} (hT : 0 < T)
    (hk : k T = k 0) :
    averageVelocity r T = B⁻¹ • J F ∧ inner ℝ (averageVelocity r T) F = 0 ∧
      ‖averageVelocity r T‖ = ‖F‖ / |B| := by
  have hv : averageVelocity r T = B⁻¹ • J F := by
    have h0 := open_orbit_drift h hB hT (G := 0) (by rw [hk, add_zero])
    rwa [map_zero, smul_zero, smul_zero, add_zero] at h0
  refine ⟨hv, ?_, ?_⟩
  · rw [hv, inner_smul_left, (J_isometry_perp F).2, mul_zero]
  · rw [hv, norm_smul, (J_isometry_perp F).1, norm_inv, Real.norm_eq_abs, div_eq_inv_mul]

/-- For `B ≠ 0`, if the crystal momentum stays bounded at all times `t ≥ 0`, the average
velocity tends to `J F / B` at long times. -/
theorem bounded_orbit_drift (h : CrossedFieldMotion B F r k) (hB : B ≠ 0) {C : ℝ}
    (hC : ∀ t, 0 ≤ t → ‖k t‖ ≤ C) :
    Tendsto (averageVelocity r) atTop (𝓝 (B⁻¹ • J F)) := by
  rw [tendsto_iff_norm_sub_tendsto_zero]
  have h0 : Tendsto (fun t : ℝ => t⁻¹) atTop (𝓝 0) := tendsto_inv_atTop_zero
  have hlim := h0.mul_const (|B|⁻¹ * (C + C))
  rw [zero_mul] at hlim
  refine squeeze_zero' (Eventually.of_forall fun t => norm_nonneg _) ?_ hlim
  -- the deviation from the drift is at most 2 C / (t |B|)
  filter_upwards [eventually_gt_atTop 0] with t ht
  have hk : ‖k t - k 0‖ ≤ C + C :=
    (norm_sub_le _ _).trans (add_le_add (hC t ht.le) (hC 0 le_rfl))
  rw [open_orbit_drift h hB ht (G := k t - k 0) (by abel), add_sub_cancel_left, norm_smul,
    norm_smul, (J_isometry_perp _).1, norm_inv, norm_inv, Real.norm_eq_abs, Real.norm_eq_abs,
    abs_of_pos ht]
  gcongr

/-- Crystal momentum circling the point `m J F / B` at angular frequency `ω`, for `B ≠ 0`. -/
def cyclotronK (B m ω : ℝ) (F A : Plane) (t : ℝ) : Plane :=
  (m / B) • J F + (Real.cos (ω * t) • A - Real.sin (ω * t) • J A)

/-- Position on a circle whose centre moves with velocity `J F / B`, for `B ≠ 0`. -/
def cyclotronR (B ω : ℝ) (F A : Plane) (t : ℝ) : Plane :=
  (t / B) • J F + B⁻¹ • (Real.cos (ω * t) • J A + Real.sin (ω * t) • A)

/-- For `B ≠ 0` and `m ω (1 + B Ω) = B`, the cyclotron paths obey the force law and the
velocity equation `r' = k / m - Ω J k'` of a parabolic band with constant Berry curvature `Ω`,
and the crystal momentum repeats after `2 π / ω`. -/
theorem crossedFieldMotion_witness {B m ω Ω : ℝ} (F A : Plane) (hB : B ≠ 0)
    (hω : m * ω * (1 + B * Ω) = B) :
    CrossedFieldMotion B F (cyclotronR B ω F A) (cyclotronK B m ω F A) ∧
      (∀ t, deriv (cyclotronR B ω F A) t =
        m⁻¹ • cyclotronK B m ω F A t - Ω • J (deriv (cyclotronK B m ω F A) t)) ∧
      ∀ t, cyclotronK B m ω F A (t + 2 * Real.pi / ω) = cyclotronK B m ω F A t := by
  have hm : m ≠ 0 := by
    rintro rfl
    exact hB (by linear_combination -hω)
  have hw : ω ≠ 0 := by
    rintro rfl
    exact hB (by linear_combination -hω)
  have hl : ∀ t : ℝ, HasDerivAt (fun s : ℝ => ω * s) ω t := fun t => by
    simpa using (hasDerivAt_id' t).const_mul ω
  have hK : ∀ t, HasDerivAt (cyclotronK B m ω F A)
      ((-Real.sin (ω * t) * ω) • A - (Real.cos (ω * t) * ω) • J A) t := fun t =>
    (((hl t).cos.smul_const A).fun_sub ((hl t).sin.smul_const (J A))).const_add _
  have hR : ∀ t, HasDerivAt (cyclotronR B ω F A) ((1 / B) • J F +
      B⁻¹ • ((-Real.sin (ω * t) * ω) • J A + (Real.cos (ω * t) * ω) • A)) t := fun t =>
    (((hasDerivAt_id' t).div_const B).smul_const (J F)).fun_add
      (((hl t).cos.smul_const (J A)).fun_add ((hl t).sin.smul_const A) |>.const_smul B⁻¹)
  refine ⟨⟨fun t => (hR t).differentiableAt, fun t => ?_⟩, fun t => ?_, fun t => ?_⟩
  · -- the force law
    rw [(hR t).deriv]
    refine (hK t).congr_deriv ?_
    have h2 : B * B⁻¹ = 1 := mul_inv_cancel₀ hB
    simp only [map_add, map_smul, J_J]
    linear_combination (norm := module)
      h2 • ((Real.sin (ω * t) * ω) • A + (Real.cos (ω * t) * ω) • J A - F)
  · -- the band velocity with its Berry curvature term
    rw [(hR t).deriv, (hK t).deriv]
    have h1 : m⁻¹ * (m / B) = 1 / B := by field_simp
    have h2 : B⁻¹ * ω = m⁻¹ - Ω * ω := by
      field_simp
      linear_combination hω
    simp only [cyclotronK, map_sub, map_smul, J_J]
    linear_combination (norm := module)
      h2 • (Real.cos (ω * t) • A - Real.sin (ω * t) • J A) - h1 • J F
  · have hp : ω * (t + 2 * Real.pi / ω) = ω * t + 2 * Real.pi := by field_simp
    simp only [cyclotronK, hp, Real.cos_add_two_pi, Real.sin_add_two_pi]

end

end CrossedFieldDrift
```

```lean
#print axioms CrossedFieldDrift.momentum_shift_iff_displacement
-- 'CrossedFieldDrift.momentum_shift_iff_displacement' depends on axioms: [propext, Classical.choice, Quot.sound]
#print axioms CrossedFieldDrift.closed_orbit_drift
-- 'CrossedFieldDrift.closed_orbit_drift' depends on axioms: [propext, Classical.choice, Quot.sound]
#print axioms CrossedFieldDrift.bounded_orbit_drift
-- 'CrossedFieldDrift.bounded_orbit_drift' depends on axioms: [propext, Classical.choice, Quot.sound]
```

## Reading the definitions and theorems

`Plane` is two-dimensional Euclidean space, used for both positions and crystal momenta, so norms and right angles have their usual meaning. `J` is the matrix above as a continuous linear map. In `CrossedFieldMotion B F r k`, the field `differentiable` says that \(r\) has a derivative at every time, and `force` says that \(k\) has the derivative required by the force law. Continuity of these derivatives isn't required. The constants `B` and `F` stand for uniform, static fields in the scaled units given earlier.

No band equation belongs to this structure. The drift theorems therefore hold for any dispersion and Berry curvature whose motion satisfies the force law.

`momentum_shift_iff_displacement` is the equivalence, for every real `T` and every vector `G`; `G` need not belong to a reciprocal lattice. The expression `B⁻¹ • J F` is \(JF/B\), and `averageVelocity r T` is the displacement divided by `T`. `open_orbit_drift` gives the average velocity for `T > 0`. `closed_orbit_drift` gives its value, its zero inner product with `F` and its norm when `k T = k 0`. `bounded_orbit_drift` is the long-time limit. `crossedFieldMotion_witness` states that the explicit paths satisfy the force law and the band velocity equation, and that \(k\) repeats.

A different model would place \(k\) on the Brillouin-zone torus. Then \(k(T)=k(0)\) would hold for closed orbits and for open orbits that shift by a reciprocal lattice vector in the time \(T\), and \(G\) would no longer be a difference of the stored momenta; it could be recovered from a continuous lift of the path to the plane, or from the displacement through the force law. That model is closer to what a folding code stores; the present one keeps \(G\) as a plain difference.

## From a zero derivative to the average velocity

`J_J` and `J_isometry_perp` check the properties of the quarter turn in coordinates. `conserved` assembles the derivative of \(k+tF+BJr\) from its three terms. The tactic `module` confirms that they cancel, and `is_const_of_deriv_eq_zero` turns the zero derivative into a constant value.

`displacement` rearranges that conservation law with `linear_combination`, applies `J_J` and cancels \(B\). In the equivalence, the forward direction is substitution. The reverse direction removes the factor \(1/B\) by injectivity and applies `J` once more through `congrArg`.

`open_orbit_drift` distributes \(1/T\) over the displacement, and `closed_orbit_drift` sets \(G=0\). For the limit, `bounded_orbit_drift` takes \(G\) to be the momentum change up to time \(t\) and squeezes the deviation between zero and \(2C/(t|B|)\). The last theorem differentiates the cyclotron paths, then compares the coefficients of \(A\), \(JA\), \(F\) and \(JF\), as in the derivation.

## Exact paths, time steps and real electrons

The theorems guarantee the displacement and drift for exact differentiable paths that obey the force law at all times. They don't bound the error of a time-stepping scheme, and they don't establish that a given band structure has a closed or bounded orbit. Fields that vary in space or time, and scattering events that change \(k\) abruptly, violate the hypotheses.

The step to a real crystal is the force law itself: it is assumed that the electron remains a wave packet in one band and follows this semiclassical equation. That has to be justified for the material and the field strengths in question.
